# For a dipole-coupled molecule with finitely many levels, the mean-field cavity shift exceeds the second-order shift at every positive cavity frequency

## Why does my cavity shift ignore the cavity frequency?

I place a molecule in its ground state in an optical cavity with one mode and compute the energy shift with QED Hartree-Fock in the coherent-state basis. At weak coupling the shift is just the dipole self-energy. If I keep the coupling strength $\lambda$ fixed, where $\lambda^2/2$ is the prefactor of the self-energy, and change the mode frequency $\omega$, nothing happens. Yet a very fast mode and a very slow one should surely not act on the electrons in the same way. Is my number right at some frequency, and how far off is it elsewhere?

## It is the zero-frequency value, and photon exchange lowers it

Treat your Hartree-Fock ground state as an exact eigenstate of the molecular Hamiltonian. Then your number is the $\omega=0$ value of the second-order shift. At every $\omega>0$ it is too large, at least by a factor $1+\omega/a$, where $a$ is a mean excitation energy of the molecule. This holds for finitely many excited states with positive excitation energies and at least one nonzero transition dipole from the ground state along the mode polarisation.

Set $\hbar=1$ and let $D$ be the dipole operator along the mode polarisation, with its ground-state mean subtracted and multiplied by the coupling strength $\lambda$. With photon operators $b,b^\dagger$ displaced by the coherent-state transformation, and the zero-point energy dropped, the Hamiltonian is

$$H=H_{\rm mol}+\omega b^\dagger b-\sqrt{\omega/2}\,D(b+b^\dagger)+\tfrac12D^2 .$$

Let $w_n>0$ be the excitation energies and $d_n=\langle n|D|0\rangle$ the transition dipoles, taken real. They contain the coupling strength, so they are not bare molecular dipoles. In the photon vacuum the term linear in $b$ and $b^\dagger$ averages to zero, and the self-energy gives the mean-field shift

$$M=\tfrac12\langle0|D^2|0\rangle=\tfrac12\sum_n d_n^2 .$$

To the same order in the coupling, the molecule can also emit and reabsorb a virtual photon. The intermediate state has energy $\omega+w_n$, so

$$S(\omega)=M-\sum_n\frac{(\omega/2)\,d_n^2}{\omega+w_n}
=\frac12\sum_n d_n^2\Bigl(1-\frac{\omega}{\omega+w_n}\Bigr)
=\frac12\sum_n\frac{d_n^2w_n}{\omega+w_n}.$$

**Frequency dependence.** At $\omega=0$ every fraction $w_n/(\omega+w_n)$ is 1, so $S(0)=M$. For $0\le\omega_1<\omega_2$,

$$\frac{w_n}{\omega_1+w_n}-\frac{w_n}{\omega_2+w_n}=\frac{w_n(\omega_2-\omega_1)}{(\omega_1+w_n)(\omega_2+w_n)}>0 .$$

No term of $S$ grows, and one with $d_n\neq0$ falls strictly. Hence $S$ is strictly decreasing, and $S(\omega)<M$ for $\omega>0$.

**Fast cavity.** Each term tends to zero as $\omega\to\infty$, and so does the finite sum. Since $\omega w_n/(\omega+w_n)=w_n-w_n^2/(\omega+w_n)$, we also get $\omega S(\omega)\to\frac12\sum_n d_n^2w_n$.

**Size of the error.** Let $a=\sum_n d_n^2w_n/\sum_n d_n^2$. The function $w/(\omega+w)$ is concave in $w$ and lies below its tangent at $a$:

$$\frac{a}{\omega+a}+\frac{\omega(w-a)}{(\omega+a)^2}-\frac{w}{\omega+w}=\frac{\omega(w-a)^2}{(\omega+w)(\omega+a)^2}\ge0 .$$

Multiply by $d_n^2/2$ at $w=w_n$ and sum. The linear term vanishes because $\sum_n d_n^2(w_n-a)=0$, which leaves

$$0<S(\omega)\le M\,\frac{a}{\omega+a}.$$

If all excitation energies coincide, the upper bound is an equality. With the cavity at $\omega=a$, the mean-field shift is thus at least twice the second-order one.

The same tangent argument gives a neighbouring lower bound, which I add without a Lean proof. Use the convex function $1/(\omega+w)$ with weights $d_n^2w_n$ and the tangent at $c=\sum_n d_n^2w_n^2/\sum_n d_n^2w_n$. The result is $S(\omega)\ge Ma/(\omega+c)$.

In the Lean code, the finite type `ι` labels the excited states, and `w` and `d` are real functions on it. `meanFieldShift d` is $M$, `correlatedShift w d ω` is $S(\omega)$, and `meanExcitation w d` is $a$. $S$ is defined as self-energy plus photon exchange, so the closed formula is a theorem. The hypothesis `hw` says that all excitation energies are positive, as for a nondegenerate ground state, and `hd` says that some transition dipole is nonzero. `StrictAntiOn` on `Set.Ici 0` means strictly decreasing for $\omega\ge0$, and `Tendsto` with `atTop` is the limit $\omega\to\infty$.

`meanField_overestimates` collects the frequency dependence, both limits and the strict inequality. `correlatedShift_bounds` gives the two-sided estimate, and `correlatedShift_single_energy` the case of equality.

```lean
import Mathlib

open Filter Topology

namespace CavityMeanFieldShift

noncomputable section

variable {ι : Type*} [Fintype ι]

/-- The frequency-independent mean-field shift: the dipole self-energy
`(1/2) ∑ d_n²` of the transition dipoles `d_n`. -/
def meanFieldShift (d : ι → ℝ) : ℝ := (1 / 2) * ∑ n, d n ^ 2

/-- Second-order energy from the exchange of one virtual photon of frequency `ω`, with
matrix elements `√(ω/2) d_n` and energy denominators `ω + w_n`; meant for `ω ≥ 0`, `w_n > 0`. -/
def photonExchangeShift (w d : ι → ℝ) (ω : ℝ) : ℝ :=
  -∑ n, (√(ω / 2) * d n) ^ 2 / (ω + w n)

/-- The correlated shift to second order: dipole self-energy plus virtual-photon exchange,
for `ω ≥ 0` and `w_n > 0`. -/
def correlatedShift (w d : ι → ℝ) (ω : ℝ) : ℝ :=
  meanFieldShift d + photonExchangeShift w d ω

/-- The mean excitation energy, weighted by the squared transition dipoles; meant for
dipoles that are not all zero. -/
def meanExcitation (w d : ι → ℝ) : ℝ := (∑ n, d n ^ 2 * w n) / ∑ n, d n ^ 2

/-- For positive excitation energies and `ω ≥ 0`, self-energy and photon exchange combine
to `(1/2) ∑ d_n² w_n / (ω + w_n)`. -/
theorem correlatedShift_eq {w : ι → ℝ} (d : ι → ℝ) (hw : ∀ n, 0 < w n)
    {ω : ℝ} (hω : 0 ≤ ω) :
    correlatedShift w d ω = (1 / 2) * ∑ n, d n ^ 2 * w n / (ω + w n) := by
  unfold correlatedShift meanFieldShift photonExchangeShift
  rw [Finset.mul_sum, Finset.mul_sum, ← sub_eq_add_neg, ← Finset.sum_sub_distrib]
  refine Finset.sum_congr rfl fun n _ => ?_
  have hpos : 0 < ω + w n := by linarith [hw n]
  have h : (ω + w n) * (ω + w n)⁻¹ = 1 := mul_inv_cancel₀ hpos.ne'
  rw [mul_pow, Real.sq_sqrt (by positivity)]
  linear_combination (-(d n ^ 2) / 2) * h

/-- At zero cavity frequency the correlated shift equals the mean-field shift. -/
theorem correlatedShift_zero (w d : ι → ℝ) :
    correlatedShift w d 0 = meanFieldShift d := by
  simp [correlatedShift, photonExchangeShift]

/-- For positive excitation energies and dipoles that are not all zero, the correlated shift
decreases strictly with the cavity frequency on `ω ≥ 0`. -/
theorem correlatedShift_strictAntiOn {w d : ι → ℝ} (hw : ∀ n, 0 < w n)
    (hd : ∃ n, d n ≠ 0) : StrictAntiOn (correlatedShift w d) (Set.Ici 0) := by
  intro a ha b hb hab
  have ha' : 0 ≤ a := ha
  have hb' : 0 ≤ b := hb
  rw [correlatedShift_eq d hw ha', correlatedShift_eq d hw hb']
  obtain ⟨m, hm⟩ := hd
  -- every term decreases, and the one with a nonzero dipole does so strictly
  have h : ∑ n, d n ^ 2 * w n / (b + w n) < ∑ n, d n ^ 2 * w n / (a + w n) := by
    refine Finset.sum_lt_sum (fun n _ => ?_) ⟨m, Finset.mem_univ m, ?_⟩
    · have hn := hw n
      have hle := hab.le
      gcongr
    · have hn := hw m
      exact div_lt_div_of_pos_left (by positivity) (by positivity) (by linarith)
  linarith

/-- For positive excitation energies the correlated shift vanishes as the cavity frequency
tends to infinity. -/
theorem tendsto_correlatedShift {w : ι → ℝ} (d : ι → ℝ) (hw : ∀ n, 0 < w n) :
    Tendsto (correlatedShift w d) atTop (𝓝 0) := by
  have h1 : ∀ n, Tendsto (fun ω : ℝ => d n ^ 2 * w n / (ω + w n)) atTop (𝓝 0) := fun n =>
    tendsto_const_nhds.div_atTop (tendsto_atTop_add_const_right _ _ tendsto_id)
  have h2 := (tendsto_finsetSum Finset.univ (fun n _ => h1 n)).const_mul (1 / 2 : ℝ)
  simp only [Finset.sum_const_zero, mul_zero] at h2
  refine h2.congr' ?_
  filter_upwards [eventually_ge_atTop (0 : ℝ)] with ω hω
  exact (correlatedShift_eq d hw hω).symm

/-- For positive excitation energies, `ω` times the correlated shift tends to
`(1/2) ∑ d_n² w_n` as the cavity frequency `ω` tends to infinity. -/
theorem tendsto_mul_correlatedShift {w : ι → ℝ} (d : ι → ℝ) (hw : ∀ n, 0 < w n) :
    Tendsto (fun ω => ω * correlatedShift w d ω) atTop
      (𝓝 ((1 / 2) * ∑ n, d n ^ 2 * w n)) := by
  have h1 : ∀ n, Tendsto (fun ω : ℝ => d n ^ 2 * w n - d n ^ 2 * w n * w n / (ω + w n))
      atTop (𝓝 (d n ^ 2 * w n - 0)) := fun n =>
    tendsto_const_nhds.sub
      (tendsto_const_nhds.div_atTop (tendsto_atTop_add_const_right _ _ tendsto_id))
  have h2 := (tendsto_finsetSum Finset.univ (fun n _ => h1 n)).const_mul (1 / 2 : ℝ)
  simp only [sub_zero] at h2
  refine h2.congr' ?_
  filter_upwards [eventually_ge_atTop (0 : ℝ)] with ω hω
  -- termwise, ω / (ω + w) = 1 - w / (ω + w)
  have h3 : ∑ n, (d n ^ 2 * w n - d n ^ 2 * w n * w n / (ω + w n))
      = ω * ∑ n, d n ^ 2 * w n / (ω + w n) := by
    rw [Finset.mul_sum]
    refine Finset.sum_congr rfl fun n _ => ?_
    have hpos : 0 < ω + w n := by linarith [hw n]
    have h : (ω + w n) * (ω + w n)⁻¹ = 1 := mul_inv_cancel₀ hpos.ne'
    linear_combination (-(d n ^ 2 * w n)) * h
  rw [correlatedShift_eq d hw hω, h3]
  ring

/-- For positive excitation energies and dipoles that are not all zero, the correlated shift
falls strictly from the mean-field value at `ω = 0` to zero, with tail `(1/2) ∑ d_n² w_n / ω`;
at every `ω > 0` the mean-field shift is strictly larger. -/
theorem meanField_overestimates {w d : ι → ℝ} (hw : ∀ n, 0 < w n) (hd : ∃ n, d n ≠ 0) :
    StrictAntiOn (correlatedShift w d) (Set.Ici 0) ∧
    correlatedShift w d 0 = meanFieldShift d ∧
    Tendsto (correlatedShift w d) atTop (𝓝 0) ∧
    Tendsto (fun ω => ω * correlatedShift w d ω) atTop
      (𝓝 ((1 / 2) * ∑ n, d n ^ 2 * w n)) ∧
    ∀ ω, 0 < ω → correlatedShift w d ω < meanFieldShift d := by
  refine ⟨correlatedShift_strictAntiOn hw hd, correlatedShift_zero w d,
    tendsto_correlatedShift d hw, tendsto_mul_correlatedShift d hw, fun ω hω => ?_⟩
  rw [← correlatedShift_zero w d]
  exact correlatedShift_strictAntiOn hw hd (Set.mem_Ici.mpr le_rfl) (Set.mem_Ici.mpr hω.le) hω

/-- For positive excitation energies, dipoles that are not all zero and `ω ≥ 0`, the correlated
shift is positive and at most `a / (ω + a)` times the mean-field shift, where `a` is the
dipole-weighted mean excitation energy. -/
theorem correlatedShift_bounds {w d : ι → ℝ} (hw : ∀ n, 0 < w n) (hd : ∃ n, d n ≠ 0)
    {ω : ℝ} (hω : 0 ≤ ω) :
    0 < correlatedShift w d ω ∧ correlatedShift w d ω ≤
      meanFieldShift d * (meanExcitation w d / (ω + meanExcitation w d)) := by
  obtain ⟨m, hm⟩ := hd
  have hwm := hw m
  have hD : 0 < ∑ n, d n ^ 2 :=
    Finset.sum_pos' (fun n _ => sq_nonneg _) ⟨m, Finset.mem_univ m, by positivity⟩
  have hWpos : 0 < ∑ n, d n ^ 2 * w n :=
    Finset.sum_pos' (fun n _ => mul_nonneg (sq_nonneg _) (hw n).le)
      ⟨m, Finset.mem_univ m, by positivity⟩
  rw [correlatedShift_eq d hw hω]
  constructor
  · refine mul_pos (by norm_num) (Finset.sum_pos' (fun n _ => ?_) ⟨m, Finset.mem_univ m, ?_⟩)
    · have hn := hw n
      positivity
    · positivity
  · obtain ⟨a, ha⟩ : ∃ a, a = meanExcitation w d := ⟨_, rfl⟩
    rw [← ha]
    have hapos : 0 < a := by rw [ha]; exact div_pos hWpos hD
    have hW : ∑ n, d n ^ 2 * w n = a * ∑ n, d n ^ 2 := by
      rw [ha]; exact (div_mul_cancel₀ _ hD.ne').symm
    -- the concave function w / (ω + w) lies below its tangent at a
    have tangent : ∀ n, w n / (ω + w n) ≤ a / (ω + a) + ω * (w n - a) / (ω + a) ^ 2 := by
      intro n
      have hn := hw n
      have h1 : ω + w n ≠ 0 := by positivity
      have h2 : ω + a ≠ 0 := by positivity
      have h3 : a / (ω + a) + ω * (w n - a) / (ω + a) ^ 2 - w n / (ω + w n)
          = ω * (w n - a) ^ 2 / ((ω + w n) * (ω + a) ^ 2) := by
        field_simp
        ring
      have h4 : 0 ≤ ω * (w n - a) ^ 2 / ((ω + w n) * (ω + a) ^ 2) := by positivity
      linarith
    have hsum : ∑ n, d n ^ 2 * w n / (ω + w n) ≤
        ∑ n, (d n ^ 2 * (a / (ω + a) - ω * a / (ω + a) ^ 2)
          + d n ^ 2 * w n * (ω / (ω + a) ^ 2)) := by
      refine Finset.sum_le_sum fun n _ => ?_
      calc d n ^ 2 * w n / (ω + w n) = d n ^ 2 * (w n / (ω + w n)) := by ring
        _ ≤ d n ^ 2 * (a / (ω + a) + ω * (w n - a) / (ω + a) ^ 2) :=
          mul_le_mul_of_nonneg_left (tangent n) (sq_nonneg _)
        _ = _ := by ring
    -- the linear term of the tangent averages to zero
    rw [Finset.sum_add_distrib, ← Finset.sum_mul, ← Finset.sum_mul, hW] at hsum
    unfold meanFieldShift
    calc _ ≤ _ := mul_le_mul_of_nonneg_left hsum (by norm_num : (0 : ℝ) ≤ 1 / 2)
      _ = _ := by ring

/-- If all excitation energies equal one `Δ > 0` and `ω ≥ 0`, the correlated shift is exactly
`Δ / (ω + Δ)` times the mean-field shift. -/
theorem correlatedShift_single_energy (d : ι → ℝ) {Δ ω : ℝ} (hΔ : 0 < Δ) (hω : 0 ≤ ω) :
    correlatedShift (fun _ => Δ) d ω = meanFieldShift d * (Δ / (ω + Δ)) := by
  rw [correlatedShift_eq d (fun _ => hΔ) hω]
  unfold meanFieldShift
  rw [mul_assoc, Finset.sum_mul]
  congr 1
  exact Finset.sum_congr rfl fun n _ => by ring

end

end CavityMeanFieldShift
```

```lean
#print axioms CavityMeanFieldShift.meanField_overestimates
-- 'CavityMeanFieldShift.meanField_overestimates' depends on axioms: [propext, Classical.choice, Quot.sound]
#print axioms CavityMeanFieldShift.correlatedShift_bounds
-- 'CavityMeanFieldShift.correlatedShift_bounds' depends on axioms: [propext, Classical.choice, Quot.sound]
#print axioms CavityMeanFieldShift.correlatedShift_single_energy
-- 'CavityMeanFieldShift.correlatedShift_single_energy' depends on axioms: [propext, Classical.choice, Quot.sound]
```

`correlatedShift_eq` combines the two contributions term by term. It squares the root with `Real.sq_sqrt` and finishes with `linear_combination`, using $(\omega+w_n)(\omega+w_n)^{-1}=1$. For monotonicity, `Finset.sum_lt_sum` asks for exactly what the comparison above supplies: no term increases, and one decreases strictly.

The limits are taken termwise and added by `tendsto_finsetSum`. They are then transferred to $S$ by `congr'`, which needs the closed formula only for large $\omega$. In the second limit, `h3` is the splitting of $\omega w_n/(\omega+w_n)$.

In `correlatedShift_bounds`, `tangent` is the tangent inequality, with its explicit remainder in `h3`. `hsum` is the weighted sum, and rewriting with `hW`, which says $\sum_n d_n^2w_n=a\sum_n d_n^2$, lets the linear term cancel in the last `ring`.

The step to your molecule that the hypotheses leave open is the perturbation theory itself: the Hamiltonian does not appear in Lean, and the second-order expression enters as a definition. A real molecule also has a continuum of excited states, and your Hartree-Fock reference is a single determinant, whereas $|0\rangle$ above is an eigenstate of $H_{\rm mol}$. For weak-coupling QED Hartree-Fock, this finite-level, second-order model suggests reading the self-energy shift as a slow-cavity value and adding photon exchange unless $\omega$ is small compared with every excitation energy $w_n$ that has $d_n\neq0$.
